# Satellite separation and intensity ratio determine D ≥ 0 and T > 0 in a two-configuration copper model with known Q

The core hole is taken to change one number only. A divalent copper site is described by two configurations, d⁹ and d¹⁰L, where L is a hole on the ligands. They are coupled by a real hopping T, and d¹⁰L lies higher by the charge-transfer energy D. After photoemission the core hole attracts the extra d electron of d¹⁰L, so the energy difference becomes D − Q, while T stays the same. The constant Q > 0 stands for this attraction and is assumed known.

In Lean 4 with Mathlib:

```lean
import Mathlib

open Matrix

namespace CopperChargeTransfer

noncomputable section
```

## Hamiltonian, levels and states

With the energy of d⁹ as zero, both situations have the Hamiltonian

H = [[0, T], [T, ε]],

where ε = D before photoemission and ε = D − Q after it.

```lean
/-- Two-configuration Hamiltonian in the basis d⁹, d¹⁰L, with energy difference `ε`
and hopping `T`. -/
def ham (ε T : ℝ) : Matrix (Fin 2) (Fin 2) ℝ := !![0, T; T, ε]
```

Its levels are (ε + σ√(ε² + 4T²))/2, with σ = −1 for the lower and σ = 1 for the upper one. The square root gets its own name.

```lean
/-- The square root `√(ε² + 4T²)`. -/
def split (ε T : ℝ) : ℝ := Real.sqrt (ε ^ 2 + 4 * T ^ 2)

/-- The energy level of `ham ε T` on the lower (`σ = -1`) or upper (`σ = 1`) branch. -/
def level (ε T σ : ℝ) : ℝ := (ε + σ * split ε T) / 2
```

For a level E, the first row of the eigenvalue equation is solved by the unnormalised vector (T, E).

```lean
/-- The unnormalised state vector belonging to `level ε T σ`. The domain is `T ≠ 0`. -/
def state (ε T σ : ℝ) : Fin 2 → ℝ := ![T, level ε T σ]
```

## The two observables

The satellite separation is the difference of the two final levels.

```lean
/-- Distance between the two final-state levels, where the core hole lowers the energy
of d¹⁰L from `D` to `D - Q`. -/
def separation (Q D T : ℝ) : ℝ := level (D - Q) T 1 - level (D - Q) T (-1)
```

In the sudden approximation, a line's intensity is, up to a factor common to both lines, the squared overlap of the initial ground state with the final eigenstate. For unnormalised vectors u and v this is

I = (u·v)² / ((u·u)(v·v)).

The label τ = ±1 names the final level. At T = 0 a vector can vanish, so the theorems on intensities take T > 0, which also fixes a sign that the observables do not see.

```lean
/-- Sudden-approximation intensity: squared normalised overlap of the initial ground state
with the final state on branch `τ`. The domain is `T ≠ 0`. -/
def lineIntensity (Q D T τ : ℝ) : ℝ :=
  (state D T (-1) ⬝ᵥ state (D - Q) T τ) ^ 2 /
    ((state D T (-1) ⬝ᵥ state D T (-1)) * (state (D - Q) T τ ⬝ᵥ state (D - Q) T τ))
```

The upper final state is called the satellite and the lower one the main line, whichever is stronger.

```lean
/-- Intensity of the satellite (upper final state) divided by that of the main line (lower final
state). The domain is `T ≠ 0`. -/
def intensityRatio (Q D T : ℝ) : ℝ := lineIntensity Q D T 1 / lineIntensity Q D T (-1)
```

Write r = √(D² + 4T²) and W = √((D − Q)² + 4T²). The intensities will depend only on

C = (D(D − Q) + 4T²)/(W r).

This is the cosine of the angle between the plane vectors (D, 2T) and (D − Q, 2T), whose lengths are r and W.

```lean
/-- The quantity `C = (D(D-Q) + 4T²) / (W √(D² + 4T²))`, with `W = √((D-Q)² + 4T²)`.
The domain is `T ≠ 0`. -/
def overlapCos (Q D T : ℝ) : ℝ :=
  (D * (D - Q) + 4 * T ^ 2) / (split (D - Q) T * split D T)
```

## Eigenvectors and separation

Two facts about the root are needed throughout: its square, and its positivity for T > 0.

```lean
/-- The square of `split ε T` is `ε² + 4T²`. -/
lemma split_sq (ε T : ℝ) : split ε T ^ 2 = ε ^ 2 + 4 * T ^ 2 :=
  Real.sq_sqrt (by positivity)

/-- For positive hopping `split ε T` is positive. -/
lemma split_pos (ε : ℝ) {T : ℝ} (hT : 0 < T) : 0 < split ε T :=
  Real.sqrt_pos.mpr (by positivity)
```

Squaring 2E − ε = σ√(ε² + 4T²) gives the secular equation

E² − εE = T².

```lean
/-- Each level solves the secular equation `E² - εE = T²`. -/
lemma level_secular (ε T σ : ℝ) (hσ : σ ^ 2 = 1) :
    level ε T σ ^ 2 - ε * level ε T σ = T ^ 2 := by
  unfold level
  linear_combination (split ε T ^ 2 / 4) * hσ + split_sq ε T / 4
```

The second component of H(T, E) is T² + εE = E², so for T ≠ 0 the vector (T, E) is an eigenvector with energy E.

```lean
/-- On either branch, `state` satisfies the eigenvalue equation of the Hamiltonian
with energy `level`. -/
theorem ham_mulVec_state (ε T σ : ℝ) (hσ : σ ^ 2 = 1) :
    ham ε T *ᵥ state ε T σ = level ε T σ • state ε T σ := by
  have h := level_secular ε T σ hσ
  ext i
  fin_cases i
  · simp [ham, state, Matrix.mulVec, dotProduct, Fin.sum_univ_two, mul_comm]
  · simp [ham, state, Matrix.mulVec, dotProduct, Fin.sum_univ_two]
    linear_combination -h
```

Subtracting the final levels leaves the root, so the separation is W.

```lean
/-- The satellite separation is `W = √((D-Q)² + 4T²)`. -/
theorem separation_eq (Q D T : ℝ) :
    separation Q D T = Real.sqrt ((D - Q) ^ 2 + 4 * T ^ 2) := by
  change _ = split (D - Q) T
  unfold separation level
  ring
```

## Intensities in terms of C

Let E be the initial ground level and F the final level on branch τ. Then 2E − D = −r and 2F − (D − Q) = τW. With the secular equations, the squared norms are

T² + E² = E(2E − D) = −rE,
T² + F² = F(2F − (D − Q)) = τWF.

Writing T⁴ as E(E − D) · F(F − (D − Q)) in the squared overlap gives

2(T² + EF)² = EF[(2E − D)(2F − (D − Q)) + D(D − Q) + 4T²] = EF · rW(C − τ).

Dividing by twice the product of the squared norms, −2τrWEF, and using τ² = 1, gives

I = (1 − τC)/2.

In the code, `ha` and `hb` are the squared norms and `key` is the overlap identity.

```lean
/-- For positive hopping the line on branch `τ = ±1` has intensity `(1 - τC)/2`. -/
theorem lineIntensity_eq (Q D : ℝ) {T τ : ℝ} (hT : 0 < T) (hτ : τ ^ 2 = 1) :
    lineIntensity Q D T τ = (1 - τ * overlapCos Q D T) / 2 := by
  have dot (a b c d : ℝ) : ![a, b] ⬝ᵥ ![c, d] = a * c + b * d := by
    simp [dotProduct, Fin.sum_univ_two]
  have hC : overlapCos Q D T * (split (D - Q) T * split D T) = D * (D - Q) + 4 * T ^ 2 :=
    div_mul_cancel₀ _ (mul_pos (split_pos _ hT) (split_pos _ hT)).ne'
  have hE := level_secular D T (-1) (by norm_num)
  have hF := level_secular (D - Q) T τ hτ
  have hr : 2 * level D T (-1) - D = -split D T := by unfold level; ring
  have hw : 2 * level (D - Q) T τ - (D - Q) = τ * split (D - Q) T := by unfold level; ring
  simp only [lineIntensity, state, dot]
  set E := level D T (-1)
  set F := level (D - Q) T τ
  have pos (x : ℝ) : 0 < T * T + x * x :=
    add_pos_of_pos_of_nonneg (mul_pos hT hT) (mul_self_nonneg x)
  -- the squared norms of the two state vectors
  have ha : T * T + E * E = -split D T * E := by linear_combination -hE + E * hr
  have hb : T * T + F * F = τ * split (D - Q) T * F := by linear_combination -hF + F * hw
  -- the squared overlap, reduced by the secular equations
  have key : 2 * (T ^ 2 + E * F) ^ 2 = (2 * E - D) * (2 * F - (D - Q)) * (E * F)
      + E * F * (D * (D - Q) + 4 * T ^ 2) := by
    linear_combination (-2) * (F ^ 2 - (D - Q) * F) * hE - 2 * T ^ 2 * hF
  rw [hr, hw] at key
  rw [div_eq_iff (mul_pos (pos E) (pos F)).ne', ha, hb]
  linear_combination key / 2 - (E * F / 2) * τ ^ 2 * hC
    - (E * F / 2) * (D * (D - Q) + 4 * T ^ 2) * hτ
```

The intensity ratio is therefore (1 − C)/(1 + C), which determines C provided that C > −1. This follows from

W²r² − (D(D − Q) + 4T²)² = 4T²Q² > 0.

```lean
/-- For positive `Q` and `T`, the quantity `C` is greater than `-1`. -/
lemma neg_one_lt_overlapCos {Q T : ℝ} (D : ℝ) (hQ : 0 < Q) (hT : 0 < T) :
    -1 < overlapCos Q D T := by
  have hp := mul_pos (split_pos (D - Q) hT) (split_pos D hT)
  have hlt : (D * (D - Q) + 4 * T ^ 2) ^ 2 < (split (D - Q) T * split D T) ^ 2 := by
    rw [mul_pow, split_sq, split_sq]
    have h : 0 < (2 * T * Q) ^ 2 := by positivity
    linarith [show ((D - Q) ^ 2 + 4 * T ^ 2) * (D ^ 2 + 4 * T ^ 2)
      = (D * (D - Q) + 4 * T ^ 2) ^ 2 + (2 * T * Q) ^ 2 by ring]
  have h := (abs_lt.mp (abs_lt_of_sq_lt_sq hlt hp.le)).1
  unfold overlapCos
  rw [lt_div_iff₀ hp]
  linarith
```

## From W and C back to D and T

The vectors (D, 2T) and (D − Q, 2T) differ by (Q, 0), so the law of cosines reads

2WCr = r² + W² − Q².

Let (D', T') have the same W and C, with r' in place of r. Eliminating C gives

(r − r')(rr' − (W² − Q²)) = 0.

If the second factor vanishes, then D ≥ 0 gives

rr' = W² − Q² = r² − 2DQ ≤ r²,

hence r' ≤ r. In the same way D' ≥ 0 gives r ≤ r'. So r = r' in either case. Now r² − W² = 2DQ − Q² fixes D, and 4T² = r² − D² with T > 0 fixes T.

The factorisation is `hfac`, and its proof is a single call of `linear_combination`. This tactic does not search. It is given coefficients for known equations, here `r' * (sr + sw) - r * (sr' + sw') + 2 * hc`, and `ring` checks that the combination yields the goal. The roots enter as plain letters, introduced by `set`, and the algebra is told only their squares, `sr`, `sr'`, `sw` and `sw'`, and `hc`, the equality of the two values of C cleared of denominators.

```lean
/-- At fixed `Q > 0`, the values of `W` and `C` determine `D ≥ 0` and `T > 0`. -/
theorem parameters_unique_of_cos {Q D T D' T' : ℝ} (hQ : 0 < Q) (hD : 0 ≤ D) (hT : 0 < T)
    (hD' : 0 ≤ D') (hT' : 0 < T') (hW : split (D - Q) T = split (D' - Q) T')
    (hC : overlapCos Q D T = overlapCos Q D' T') : D = D' ∧ T = T' := by
  have hr := split_pos D hT
  have hr' := split_pos D' hT'
  have hw := split_pos (D' - Q) hT'
  have sr := split_sq D T
  have sr' := split_sq D' T'
  have sw := split_sq (D - Q) T
  have sw' := split_sq (D' - Q) T'
  unfold overlapCos at hC
  rw [hW] at hC sw
  rw [div_eq_div_iff (mul_pos hw hr).ne' (mul_pos hw hr').ne'] at hC
  set r := split D T
  set r' := split D' T'
  set w := split (D' - Q) T'
  have hc : (D * (D - Q) + 4 * T ^ 2) * r' = (D' * (D' - Q) + 4 * T' ^ 2) * r :=
    mul_left_cancel₀ hw.ne' (by linear_combination hC)
  -- the law of cosines leaves two candidates for r
  have hfac : (r - r') * (r * r' - (w ^ 2 - Q ^ 2)) = 0 := by
    linear_combination r' * (sr + sw) - r * (sr' + sw') + 2 * hc
  have hrr : r = r' := by
    rcases mul_eq_zero.mp hfac with h | h
    · linarith
    · -- nonnegative D and D' exclude a second candidate
      have p := mul_nonneg hD hQ.le
      have p' := mul_nonneg hD' hQ.le
      apply le_antisymm
      · exact le_of_mul_le_mul_right (by nlinarith : r * r' ≤ r' * r') hr'
      · exact le_of_mul_le_mul_left (by nlinarith : r * r' ≤ r * r) hr
  rw [hrr] at sr
  have hDD : D = D' :=
    mul_left_cancel₀ hQ.ne' (by linear_combination (sw - sw' - sr + sr') / 2)
  subst hDD
  refine ⟨rfl, ?_⟩
  have hTT : (T - T') * (T + T') = 0 := by linear_combination (sr' - sr) / 4
  rcases mul_eq_zero.mp hTT with h | h <;> linarith
```

## Uniqueness from the observables

The main theorem says: for real Q > 0, if two pairs with D, D' ≥ 0 and T, T' > 0 have equal separations and equal intensity ratios, both computed from the Hamiltonians, then D = D' and T = T'. The proof turns the ratios into equal values of C and applies the previous step.

For core-level spectra of copper compounds, this means that two ideal line data suffice to determine the two parameters once D is known to be non-negative, within a model that has no ligand bandwidth, multiplets or line broadening and takes Q as given. The theorem does not say which data can occur, or how strongly errors in them affect D and T.

```lean
/-- At fixed core-hole attraction `Q > 0`, the satellite separation and the intensity ratio
determine the charge-transfer energy `D ≥ 0` and the hopping `T > 0`. -/
theorem parameters_unique {Q D T D' T' : ℝ} (hQ : 0 < Q) (hD : 0 ≤ D) (hT : 0 < T)
    (hD' : 0 ≤ D') (hT' : 0 < T') (hW : separation Q D T = separation Q D' T')
    (hI : intensityRatio Q D T = intensityRatio Q D' T') : D = D' ∧ T = T' := by
  rw [separation_eq, separation_eq] at hW
  refine parameters_unique_of_cos hQ hD hT hD' hT' hW ?_
  have h := neg_one_lt_overlapCos D hQ hT
  have h' := neg_one_lt_overlapCos D' hQ hT'
  unfold intensityRatio at hI
  rw [lineIntensity_eq Q D hT (by norm_num), lineIntensity_eq Q D hT (by norm_num),
    lineIntensity_eq Q D' hT' (by norm_num), lineIntensity_eq Q D' hT' (by norm_num),
    div_eq_div_iff (by linarith) (by linarith)] at hI
  linear_combination (-2) * hI
```

## A twin with negative charge-transfer energy

Uniqueness fails if only one of the two pairs is required to have non-negative charge-transfer energy. The second root of the factorisation, (W² − Q²)/r, equals sr with

s = (W² − Q²)/r² = (D² − 2DQ + 4T²)/(D² + 4T²).

```lean
/-- The factor `s = (D² - 2DQ + 4T²)/(D² + 4T²)`. The domain is `(D, T) ≠ (0, 0)`. -/
def mirrorScale (Q D T : ℝ) : ℝ := (D ^ 2 - 2 * D * Q + 4 * T ^ 2) / (D ^ 2 + 4 * T ^ 2)
```

If D > 0 and W > Q, then s > 0, and the pair (−sD, sT) has the same observables. Its initial root is sr. Since sr² = r² − 2DQ,

(−sD − Q)² + 4s²T² = s(r² − 2DQ) + 2sDQ + Q² = sr² + Q² = W².

The numerator of C also gains a factor s, which cancels. For Q = D = T = 1, the twin is (−3/5, 3/5).

```lean
/-- Let `s = mirrorScale Q D T`. For positive `Q`, `D`, `T` with separation larger than `Q`, the
parameters `(-sD, sT)` have negative charge-transfer energy and positive hopping, and give the same
separation and intensity ratio as `(D, T)`. -/
theorem negative_energy_twin {Q D T : ℝ} (hQ : 0 < Q) (hD : 0 < D) (hT : 0 < T)
    (hW : Q < separation Q D T) :
    -(mirrorScale Q D T * D) < 0 ∧ 0 < mirrorScale Q D T * T ∧
    separation Q (-(mirrorScale Q D T * D)) (mirrorScale Q D T * T) = separation Q D T ∧
    intensityRatio Q (-(mirrorScale Q D T * D)) (mirrorScale Q D T * T)
      = intensityRatio Q D T := by
  have hden : 0 < D ^ 2 + 4 * T ^ 2 := by positivity
  have hs : mirrorScale Q D T * (D ^ 2 + 4 * T ^ 2) = D ^ 2 - 2 * D * Q + 4 * T ^ 2 :=
    div_mul_cancel₀ _ hden.ne'
  have hpos : 0 < mirrorScale Q D T := by
    have h := pow_lt_pow_left₀ hW hQ.le two_ne_zero
    rw [separation_eq, Real.sq_sqrt (by positivity)] at h
    exact div_pos (by linarith [show (D - Q) ^ 2 = D ^ 2 - 2 * D * Q + Q ^ 2 by ring]) hden
  set s := mirrorScale Q D T
  have hw : split (-(s * D) - Q) (s * T) = split (D - Q) T := by
    unfold split
    congr 1
    linear_combination (s + 1) * hs
  have hr : split (-(s * D)) (s * T) = s * split D T := by
    unfold split
    rw [show (-(s * D)) ^ 2 + 4 * (s * T) ^ 2 = s ^ 2 * (D ^ 2 + 4 * T ^ 2) by ring,
      Real.sqrt_mul (sq_nonneg s), Real.sqrt_sq hpos.le]
  have hC : overlapCos Q (-(s * D)) (s * T) = overlapCos Q D T := by
    unfold overlapCos
    rw [hw, hr, show -(s * D) * (-(s * D) - Q) + 4 * (s * T) ^ 2
        = s * (D * (D - Q) + 4 * T ^ 2) by linear_combination s * hs,
      show split (D - Q) T * (s * split D T) = s * (split (D - Q) T * split D T) by ring,
      mul_div_mul_left _ _ hpos.ne']
  have hsT := mul_pos hpos hT
  refine ⟨neg_lt_zero.mpr (mul_pos hpos hD), hsT, ?_, ?_⟩
  · rw [separation_eq, separation_eq]
    exact hw
  · unfold intensityRatio
    rw [lineIntensity_eq Q _ hsT (by norm_num), lineIntensity_eq Q _ hsT (by norm_num),
      lineIntensity_eq Q D hT (by norm_num), lineIntensity_eq Q D hT (by norm_num), hC]

end

end CopperChargeTransfer
```

The factorisation also settles the case W ≤ Q, though this is an argument in prose and not a theorem of the file. Since rr' > 0, the second factor cannot vanish there, so the pair is unique among all real D and positive T.

```lean
#print axioms CopperChargeTransfer.ham_mulVec_state
#print axioms CopperChargeTransfer.parameters_unique
#print axioms CopperChargeTransfer.negative_energy_twin
```

```
'CopperChargeTransfer.ham_mulVec_state' depends on axioms: [propext, Classical.choice, Quot.sound]
'CopperChargeTransfer.parameters_unique' depends on axioms: [propext, Classical.choice, Quot.sound]
'CopperChargeTransfer.negative_energy_twin' depends on axioms: [propext, Classical.choice, Quot.sound]
```
